# A spin helix on a chain has a screw symmetry, which a $\sigma_y$ spin–orbit term respects exactly when $\lambda\sin(q/2)=0$

Let the magnetic moments along a chain turn by an angle $q$ from each site to the next. If $q/2\pi$ is irrational, the magnetic pattern never repeats, so no translation by itself is a symmetry of an electron coupled to it, and the ordinary Bloch theorem gives no band structure. If $q/2\pi$ is rational, there is a repeating cell, but it grows with the denominator. Combining a one-site translation with a spin rotation removes the difficulty, as long as the other terms in the Hamiltonian tolerate that rotation.

## The screw translation, the Bloch matrix and the commutator

An electron on the sites $n\in\mathbb Z$ has a spinor $\psi(n)$ with components $\psi_0(n)$ (up) and $\psi_1(n)$ (down). With real $t$, $J$ and $q$, let

$$(H\psi)(n)=-t\,[\psi(n+1)+\psi(n-1)]+J\,h_n\psi(n),\qquad h_n=\cos(qn)\,\sigma_x+\sin(qn)\,\sigma_y .$$

Here $t$ is the hopping amplitude, and $J$ is the strength of the exchange coupling to moments that are held fixed. The screw translation is

$$(T\psi)(n)=R\,\psi(n-1),\qquad R=e^{-iq\sigma_z/2}=\begin{pmatrix}e^{-iq/2}&0\\0&e^{iq/2}\end{pmatrix}.$$

**$H$ commutes with $T$.** In components,

$$h_n=\begin{pmatrix}0&e^{-iqn}\\e^{iqn}&0\end{pmatrix}.$$

The upper right entry of $h_nR$ is $e^{-iqn}e^{iq/2}$. That of $Rh_{n-1}$ is $e^{-iq/2}e^{-iq(n-1)}$, which is the same number. The lower left entries are the complex conjugates of these, so $h_nR=Rh_{n-1}$. Therefore

$$(HT\psi)(n)=-t\,[R\psi(n)+R\psi(n-2)]+Jh_nR\psi(n-1)=R\,(H\psi)(n-1)=(TH\psi)(n).$$

**Two-by-two reduction.** For real $k$ and constants $w_0,w_1$, take the wave

$$\psi(n)=\begin{pmatrix}e^{i(k-q/2)n}w_0\\e^{i(k+q/2)n}w_1\end{pmatrix}.$$

The spin phases in $R$ compensate the different wave numbers, so $T\psi=e^{-ik}\psi$. Hopping multiplies a plane wave of wave number $\kappa$ by $-t(e^{i\kappa}+e^{-i\kappa})=-2t\cos\kappa$. The exchange field turns each component's wave number into the other's, because $e^{-iqn}e^{i(k+q/2)n}=e^{i(k-q/2)n}$ and $e^{iqn}e^{i(k-q/2)n}=e^{i(k+q/2)n}$. Hence $H\psi$ is a wave of the same form, with amplitudes

$$\begin{pmatrix}-2t\cos(k-q/2)&J\\J&-2t\cos(k+q/2)\end{pmatrix}\begin{pmatrix}w_0\\w_1\end{pmatrix}.$$

**Adding spin–orbit coupling.** Let $(V\psi)(n)=i\lambda\sigma_y[\psi(n+1)-\psi(n-1)]$ with real $\lambda$. This is a spin-dependent hopping whose spin axis lies in the plane of the helix. Then

$$([V,T]\psi)(n)=i\lambda\,[\sigma_y,R]\,(\psi(n)-\psi(n-2)).$$

Since $R=\cos(q/2)-i\sin(q/2)\sigma_z$ and $[\sigma_y,\sigma_z]=2i\sigma_x$, we have $[\sigma_y,R]=2\sin(q/2)\sigma_x$, and so

$$([V,T]\psi)(n)=2i\lambda\sin(q/2)\,\sigma_x(\psi(n)-\psi(n-2)).$$

If $\lambda\sin(q/2)=0$, this vanishes for every $\psi$. Conversely, put a down spin on site $0$ and nothing elsewhere. At $n=0$ the up component of the commutator is $2i\lambda\sin(q/2)$, so commutation forces $\lambda\sin(q/2)=0$. As $[H,T]=0$, the same criterion holds for $H+V$. It means that either the spin–orbit term is absent or $q$ is a multiple of $2\pi$, in which case the moments are parallel.

In this non-interacting, one-orbital model, the bands of a spin spiral thus follow from a one-site cell for any $q$, and the criterion tells when the added spin–orbit term breaks the screw symmetry $T$ used for that reduction. Another one-site symmetry may remain: at $q=\pi$, translation by one site combined with $\sigma_y$ commutes with both $H$ and $V$.

## The chain and its operators in Lean

```lean
import Mathlib

open Complex Matrix

namespace SpinHelixChain

noncomputable section
```

A state is any function from the integers to two-component complex vectors, with index `0` for up and `1` for down.

```lean
/-- A two-component spinor on every site of an infinite chain. -/
abbrev SpinorField := ℤ → Fin 2 → ℂ
```

No decay or normalisation is required, so extended waves and localised spinors are both allowed. The operators are ordinary functions on these fields, and commutation means equality of the two results for every field.

```lean
/-- The Pauli matrix `σx`. -/
def σx : Matrix (Fin 2) (Fin 2) ℂ := !![0, 1; 1, 0]

/-- The Pauli matrix `σy`. -/
def σy : Matrix (Fin 2) (Fin 2) ℂ := !![0, -I; I, 0]

/-- The Pauli matrix `σz`. -/
def σz : Matrix (Fin 2) (Fin 2) ℂ := !![1, 0; 0, -1]
```

The exchange field fixes the sense of rotation: for $0<q<\pi$ it turns from $x$ towards $y$ as `n` increases, and changing the sign of $q$ reverses it.

```lean
/-- The exchange field at site `n`, turning in the plane by the angle `q` per site. -/
def helix (q : ℝ) (n : ℤ) : Matrix (Fin 2) (Fin 2) ℂ :=
  cos (q * n) • σx + sin (q * n) • σy

/-- Hopping `-t` between neighbours and exchange `J` with the helix. -/
def hamiltonian (t J q : ℝ) (ψ : SpinorField) : SpinorField := fun n =>
  (-(t : ℂ)) • (ψ (n + 1) + ψ (n - 1)) + (J : ℂ) • (helix q n *ᵥ ψ n)
```

The spin rotation is defined as a true matrix exponential; its diagonal form is proved below. In `screw`, the value at `n` comes from `n - 1`, so the state moves one site forward.

```lean
/-- The spin rotation `exp(-i q σz / 2)`. -/
def spinRotation (q : ℝ) : Matrix (Fin 2) (Fin 2) ℂ :=
  NormedSpace.exp ((-(q / 2) * I : ℂ) • σz)

/-- Translation by one site combined with the spin rotation by `q`. -/
def screw (q : ℝ) (ψ : SpinorField) : SpinorField := fun n =>
  spinRotation q *ᵥ ψ (n - 1)

/-- The spin-orbit term `i λ σy (ψ(n+1) - ψ(n-1))`. -/
def spinOrbit (lam : ℝ) (ψ : SpinorField) : SpinorField := fun n =>
  (I * lam) • (σy *ᵥ (ψ (n + 1) - ψ (n - 1)))
```

The amplitudes $w_0,w_1$ are the entries of `w`, and `blochMatrix` is the matrix found above.

```lean
/-- The wave whose up and down components have wave numbers `k - q/2` and `k + q/2`. -/
def helicalBloch (q k : ℝ) (w : Fin 2 → ℂ) : SpinorField := fun n =>
  ![exp ((k - q / 2) * n * I) * w 0, exp ((k + q / 2) * n * I) * w 1]

/-- The two-by-two Bloch Hamiltonian of the helix. -/
def blochMatrix (t J q k : ℝ) : Matrix (Fin 2) (Fin 2) ℂ :=
  !![-2 * t * cos (k - q / 2), J; J, -2 * t * cos (k + q / 2)]
```

## Commutation with the helix

The first lemma writes out a two-by-two matrix acting on a vector.

```lean
private lemma mulVec_two (a b c d : ℂ) (v : Fin 2 → ℂ) :
    !![a, b; c, d] *ᵥ v = ![a * v 0 + b * v 1, c * v 0 + d * v 1] := by
  ext i
  fin_cases i <;> simp [mulVec, dotProduct, Fin.sum_univ_two]
```

Next comes the diagonal form of $R$. The exponent is rewritten as a diagonal matrix, `Matrix.exp_diagonal` moves the exponential onto the diagonal, and `hp` evaluates it entry by entry.

```lean
/-- The spin rotation multiplies up and down spins by opposite phases. -/
theorem spinRotation_eq (q : ℝ) :
    spinRotation q = !![exp (-(q / 2) * I), 0; 0, exp (q / 2 * I)] := by
  have h : (-(q / 2) * I : ℂ) • σz = diagonal ![-(q / 2) * I, q / 2 * I] := by
    ext i j
    fin_cases i <;> fin_cases j <;> simp [σz]
  -- the exponential of a diagonal is taken entry by entry
  have hp : ∀ (v : Fin 2 → ℂ) (i : Fin 2), NormedSpace.exp v i = exp (v i) := by
    intro v i
    rw [Complex.exp_eq_exp_ℂ]
    exact NormedSpace.map_exp (Pi.evalRingHom (fun _ : Fin 2 => ℂ) i) (continuous_apply i) v
  rw [spinRotation, h, Matrix.exp_diagonal]
  ext i j
  fin_cases i <;> fin_cases j <;> simp [hp]
```

Euler's formula gives the off-diagonal form of $h_n$, and the action of $T$ is then written in components.

```lean
private lemma helix_eq (q : ℝ) (n : ℤ) :
    helix q n = !![0, exp (-(q * n) * I); exp (q * n * I), 0] := by
  rw [exp_mul_I, exp_mul_I, Complex.cos_neg, Complex.sin_neg]
  ext i j
  fin_cases i <;> fin_cases j <;> simp [helix, σx, σy]

private lemma screw_apply (q : ℝ) (ψ : SpinorField) (n : ℤ) : screw q ψ n =
    ![exp (-(q / 2) * I) * ψ (n - 1) 0, exp (q / 2 * I) * ψ (n - 1) 1] := by
  rw [screw, spinRotation_eq, mulVec_two]
  simp
```

The relation $h_nR=Rh_{n-1}$ follows. The equalities `e1` and `e2` compare the exponents in the two off-diagonal entries.

```lean
/-- The spin rotation carries the exchange field at one site to that at the next. -/
theorem helix_covariance (q : ℝ) (n : ℤ) :
    helix q n * spinRotation q = spinRotation q * helix q (n - 1) := by
  have e1 : exp (-(q * n) * I) * exp (q / 2 * I)
      = exp (-(q / 2) * I) * exp (-(q * (n - 1 : ℤ)) * I) := by
    rw [← exp_add, ← exp_add]; congr 1; push_cast; ring
  have e2 : exp (q * n * I) * exp (-(q / 2) * I)
      = exp (q / 2 * I) * exp (q * (n - 1 : ℤ) * I) := by
    rw [← exp_add, ← exp_add]; congr 1; push_cast; ring
  rw [helix_eq, helix_eq, spinRotation_eq, mul_fin_two, mul_fin_two]
  simp only [zero_mul, mul_zero, add_zero, zero_add]
  rw [e1, e2]
```

With this relation, `hamiltonian_screw` states that $HT\psi=TH\psi$ for all real `t`, `J`, `q` and every field. The simplifier distributes $R$ over the terms of $TH\psi$ and uses `helix_covariance` in the exchange term of $HT\psi$, after which the two sides agree.

```lean
/-- The Hamiltonian of the helix commutes with the spin-screw translation. -/
theorem hamiltonian_screw (t J q : ℝ) (ψ : SpinorField) :
    hamiltonian t J q (screw q ψ) = screw q (hamiltonian t J q ψ) := by
  funext n
  simp only [hamiltonian, screw, mulVec_add, mulVec_smul, mulVec_mulVec,
    helix_covariance, add_sub_cancel_right, sub_add_cancel]
```

## The action on helical waves

The lemma `hop` is the identity $e^{i\kappa(n+1)}+e^{i\kappa(n-1)}=2\cos\kappa\,e^{i\kappa n}$, with `a` for $\kappa$.

```lean
private lemma hop (a : ℂ) (n : ℤ) :
    exp (a * (n + 1 : ℤ) * I) + exp (a * (n - 1 : ℤ) * I)
      = 2 * cos a * exp (a * n * I) := by
  rw [Complex.two_cos, add_mul, ← exp_add, ← exp_add]
  congr 2 <;> push_cast <;> ring
```

The theorem `hamiltonian_bloch` says that applying $H$ to the wave with amplitudes `w` gives the wave with amplitudes `blochMatrix t J q k *ᵥ w`. An eigenvector of the matrix therefore yields an eigenfunction of $H$ with the same energy. In the proof, `e1` and `e2` are the exchange of wave numbers. Each component is then a linear combination of one of them with `hop`.

```lean
/-- On helical Bloch waves the Hamiltonian acts as the two-by-two Bloch matrix. -/
theorem hamiltonian_bloch (t J q k : ℝ) (w : Fin 2 → ℂ) :
    hamiltonian t J q (helicalBloch q k w)
      = helicalBloch q k (blochMatrix t J q k *ᵥ w) := by
  funext n
  -- the helix exchanges the two wave numbers
  have e1 : exp (-(q * n) * I) * exp ((k + q / 2) * n * I)
      = exp ((k - q / 2) * n * I) := by
    rw [← exp_add]; congr 1; ring
  have e2 : exp (q * n * I) * exp ((k - q / 2) * n * I)
      = exp ((k + q / 2) * n * I) := by
    rw [← exp_add]; congr 1; ring
  rw [hamiltonian, helix_eq, blochMatrix, mulVec_two, mulVec_two]
  refine funext (Fin.forall_fin_two.2 ⟨?_, ?_⟩)
  · change -(t : ℂ) * (exp ((k - q / 2) * (n + 1 : ℤ) * I) * w 0
        + exp ((k - q / 2) * (n - 1 : ℤ) * I) * w 0)
        + J * (0 * (exp ((k - q / 2) * n * I) * w 0)
        + exp (-(q * n) * I) * (exp ((k + q / 2) * n * I) * w 1))
      = exp ((k - q / 2) * n * I) * (-2 * t * cos (k - q / 2) * w 0 + J * w 1)
    linear_combination (-(t : ℂ) * w 0) * hop (k - q / 2) n + J * w 1 * e1
  · change -(t : ℂ) * (exp ((k + q / 2) * (n + 1 : ℤ) * I) * w 1
        + exp ((k + q / 2) * (n - 1 : ℤ) * I) * w 1)
        + J * (exp (q * n * I) * (exp ((k - q / 2) * n * I) * w 0)
        + 0 * (exp ((k + q / 2) * n * I) * w 1))
      = exp ((k + q / 2) * n * I) * (J * w 0 + -2 * t * cos (k + q / 2) * w 1)
    linear_combination (-(t : ℂ) * w 1) * hop (k + q / 2) n + J * w 0 * e2
```

## The spin–orbit criterion

The commutator is computed at each site. The proof writes $\sigma_x$ and $\sigma_y$ in components through `hx` and `hy`. The equality `hd`, $e^{iq/2}-e^{-iq/2}=2i\sin(q/2)$, replaces the Pauli commutator used above.

```lean
/-- The commutator of the spin-orbit term with the screw translation is
`2 i λ sin(q/2) σx (ψ(n) - ψ(n-2))`. -/
theorem spinOrbit_commutator (lam q : ℝ) (ψ : SpinorField) (n : ℤ) :
    spinOrbit lam (screw q ψ) n - screw q (spinOrbit lam ψ) n
      = (2 * I * ((lam * Real.sin (q / 2) : ℝ) : ℂ)) • (σx *ᵥ (ψ n - ψ (n - 2))) := by
  have hs : ((lam * Real.sin (q / 2) : ℝ) : ℂ) = lam * sin (q / 2) := by simp
  have hd : exp (q / 2 * I) - exp (-(q / 2) * I) = 2 * I * sin (q / 2) := by
    rw [exp_mul_I, exp_mul_I, Complex.cos_neg, Complex.sin_neg]; ring
  have hx : ∀ v : Fin 2 → ℂ, σx *ᵥ v = ![v 1, v 0] := by
    intro v
    rw [σx, mulVec_two]
    simp
  have hy : ∀ v : Fin 2 → ℂ, σy *ᵥ v = ![-I * v 1, I * v 0] := by
    intro v
    rw [σy, mulVec_two]
    simp
  have hn : n - 1 - 1 = n - 2 := by ring
  rw [hs, hx, screw_apply]
  simp only [spinOrbit, hy, screw_apply, add_sub_cancel_right, sub_add_cancel, hn]
  refine funext (Fin.forall_fin_two.2 ⟨?_, ?_⟩)
  · change I * lam * (-I * (exp (q / 2 * I) * ψ n 1 - exp (q / 2 * I) * ψ (n - 2) 1))
        - exp (-(q / 2) * I) * (I * lam * (-I * (ψ n 1 - ψ (n - 2) 1)))
      = 2 * I * (lam * sin (q / 2)) * (ψ n 1 - ψ (n - 2) 1)
    linear_combination lam * (ψ n 1 - ψ (n - 2) 1) * hd
      - lam * (ψ n 1 - ψ (n - 2) 1) * (exp (q / 2 * I) - exp (-(q / 2) * I)) * I_sq
  · change I * lam * (I * (exp (-(q / 2) * I) * ψ n 0 - exp (-(q / 2) * I) * ψ (n - 2) 0))
        - exp (q / 2 * I) * (I * lam * (I * (ψ n 0 - ψ (n - 2) 0)))
      = 2 * I * (lam * sin (q / 2)) * (ψ n 0 - ψ (n - 2) 0)
    linear_combination lam * (ψ n 0 - ψ (n - 2) 0) * hd
      - lam * (ψ n 0 - ψ (n - 2) 0) * (exp (q / 2 * I) - exp (-(q / 2) * I)) * I_sq
```

The last theorem concerns the full Hamiltonian $H+V$. Additivity of $T$ (`hadd`) and `hamiltonian_screw` cancel the contribution of $H$, leaving the condition $VT\psi=TV\psi$ for every $\psi$. In the forward direction the commutator formula is applied to the localised down spin, and `h2` reads off the up component at the origin. In the other direction the coefficient in the formula is zero.

```lean
/-- The Hamiltonian with the spin-orbit term added commutes with the screw translation
exactly when `λ sin(q/2) = 0`. -/
theorem total_commutes_iff (t J lam q : ℝ) :
    (∀ ψ, hamiltonian t J q (screw q ψ) + spinOrbit lam (screw q ψ)
      = screw q (hamiltonian t J q ψ + spinOrbit lam ψ)) ↔ lam * Real.sin (q / 2) = 0 := by
  have hadd : ∀ f g : SpinorField, screw q (f + g) = screw q f + screw q g := by
    intro f g
    funext n
    exact mulVec_add _ _ _
  simp only [hadd, hamiltonian_screw, add_right_inj]
  constructor
  · intro h
    -- test on a down spin localised at the origin
    have h1 := spinOrbit_commutator lam q (fun n => if n = 0 then ![0, 1] else 0) 0
    rw [h, sub_self] at h1
    have h2 := congrFun h1 0
    generalize lam * Real.sin (q / 2) = s at h2 ⊢
    simpa [σx, mulVec, dotProduct, Fin.sum_univ_two] using h2
  · intro h ψ
    funext n
    apply sub_eq_zero.1
    rw [spinOrbit_commutator, h]
    simp

end

end SpinHelixChain
```

The criterion concerns this particular screw translation. When it fails, $H+V$ can still have other symmetries: for rational $q/2\pi$, translation by a full magnetic period commutes with it. The model also has a prescribed, perfectly regular helix, nearest-neighbour hopping and no interaction between electrons.

```lean
#print axioms SpinHelixChain.hamiltonian_bloch
-- 'SpinHelixChain.hamiltonian_bloch' depends on axioms: [propext, Classical.choice, Quot.sound]
#print axioms SpinHelixChain.spinOrbit_commutator
-- 'SpinHelixChain.spinOrbit_commutator' depends on axioms: [propext, Classical.choice, Quot.sound]
#print axioms SpinHelixChain.total_commutes_iff
-- 'SpinHelixChain.total_commutes_iff' depends on axioms: [propext, Classical.choice, Quot.sound]
```

## Spin–orbit coupling along the rotation axis

Replace $\sigma_y$ in $V$ by $\sigma_z$. The commutator now contains $[\sigma_z,R]$, which is zero because $R$ is a function of $\sigma_z$. By the same argument on the page, though without a Lean proof here, this term commutes with $T$ for every $\lambda$ and $q$. On the helical waves it adds $-2\lambda\sin(k-q/2)$ to the upper diagonal entry of the Bloch matrix and $+2\lambda\sin(k+q/2)$ to the lower one. The one-site description thus survives when the spin axis of the coupling is the axis about which the moments turn.
